# Three-term recurrence and strict decrease of the Slater-geminal core functions for U > 0

For real \(T\), \(U>0\) and any integer \(m\), negative ones included, let

\[
G_m(T,U)=\int_0^1 t^{2m}\exp\!\Big(-Tt^2+U\Big(1-\frac1{t^2}\Big)\Big)\,dt .
\]

I meet these functions in explicitly correlated calculations, where a Slater geminal \(e^{-\gamma r_{12}}\), with \(r_{12}\) the distance between two electrons, is integrated over Gaussian orbitals. They are said to satisfy

\[
(2m+1)G_m-2T\,G_{m+1}+2U\,G_{m-1}=e^{-T},\qquad 0<G_{m+1}\le G_m .
\]

The recurrence looks like an integration by parts, but the integrand contains \(1/t^2\) in the exponent and, for negative \(m\), a diverging power of \(t\) as well. I would like a full proof that treats the end \(t=0\) properly, and a version of it that a computer has checked. Does it really hold for every integer \(m\)?

## One total derivative, with a harmless end at t = 0

Yes, it holds for every integer \(m\), and the inequality is strict: \(G_{m+1}<G_m\). Write the integrand as

\[
f_m(t)=t^{2m}e^{\varphi(t)},\qquad \varphi(t)=-Tt^2+U\Big(1-\frac1{t^2}\Big),
\]

so that \(f_{m+1}=t^2f_m\) for \(t\neq0\).

**Boundedness.** Let \(k=|m|\) and \(0<t\le1\). Then \(t^{2m}\le t^{-2k}\). A single term of the exponential series gives \(x^k/k!\le e^x\) for \(x\ge0\), and with \(x=U/t^2\) this reads

\[
t^{-2k}\le\frac{k!}{U^k}\,e^{U/t^2}.
\]

The factor \(e^{U/t^2}\) cancels against the \(e^{-U/t^2}\) in the integrand, which leaves

\[
0<f_m(t)\le\frac{k!}{U^k}\,e^{-Tt^2+U}\le C,\qquad C=\frac{k!}{U^k}\,e^{|T|+U}.
\]

A bounded continuous function on \((0,1]\) is integrable, so every \(G_m\) is finite.

**The recurrence.** Since \(\varphi'(t)=-2Tt+2U/t^3\), the product rule gives

\[
\frac{d}{dt}\big[t f_m(t)\big]
=(2m+1)t^{2m}e^{\varphi}+t^{2m+1}\Big(-2Tt+\frac{2U}{t^3}\Big)e^{\varphi}
=(2m+1)f_m-2Tf_{m+1}+2Uf_{m-1}.
\]

Integrate from 0 to 1. At the upper end \(tf_m(t)\) equals \(e^{-T}\), because the \(U\) term vanishes there. At the lower end \(0\le tf_m(t)\le Ct\to0\). The difference of the two is \(e^{-T}\), which is the recurrence.

**Positivity and decrease.** On \(0<t<1\) both \(f_m\) and \(f_m-f_{m+1}=(1-t^2)f_m\) are positive, and so are their integrals.

**Log-convexity.** The same integrals also satisfy \(G_{m+1}^2\le G_mG_{m+2}\). To see this, expand a square under the integral:

\[
0\le\int_0^1\big(G_{m+1}-G_mt^2\big)^2f_m\,dt
=G_{m+1}^2G_m-2G_{m+1}^2G_m+G_m^2G_{m+2}
=G_m\big(G_mG_{m+2}-G_{m+1}^2\big),
\]

and divide by \(G_m>0\).

**The case \(U=0\).** For a natural number \(n\), \(G_n(T,0)=\int_0^1t^{2n}e^{-Tt^2}dt\) is the Boys function. The function \(t^{2n+1}e^{-Tt^2}\) is smooth on the whole interval, vanishes at 0 and equals \(e^{-T}\) at 1. Integrating its derivative gives

\[
(2n+1)G_n(T,0)-2T\,G_{n+1}(T,0)=e^{-T}.
\]

## What T, U and the integer index stand for in Lean

For two s-type Gaussian charge distributions with exponents \(p\) and \(q\), whose centres are a distance \(R\) apart, set \(\rho=pq/(p+q)\). Then \(T=\rho R^2\) and \(U=\gamma^2/(4\rho)\). The hypothesis `hU : 0 < U` therefore says that the geminal has a finite decay length. The variable `T` is any real number, although the physical values are non-negative.

`coreIntegrand m T U t` is \(f_m(t)\), and `G m T U` is its integral over the unit interval. The index has type `ℤ`, so `t ^ (2 * m)` is an integer power and \(G_{-1}\), which the Slater geminal itself needs, is covered. In the coefficient `2 * m + 1` of `core_recurrence`, the integer index `m` is converted to a real number.

The main statements read as follows.

- `core_recurrence`: for every integer `m`, real `T` and `U > 0`, the three-term relation holds with right-hand side `Real.exp (-T)`.
- `core_pos_and_decreasing`: under the same conditions \(0<G_{m+1}\) and \(G_{m+1}<G_m\). As `m` runs over all integers, every core function is positive.
- `core_log_convex`: under the same conditions \(G_{m+1}^2\le G_mG_{m+2}\).
- `boys_recurrence`: at `U = 0`, for natural `n` and real `T`, the two-term relation holds. Negative indices are excluded here because their integrals diverge once the damping factor is gone.

For integrals with a single Slater geminal over Gaussian orbitals, the recurrence yields higher core functions from two neighbouring ones whenever \(T\neq0\). The reduction of an electronic integral to \(G_m\) is taken as given, and rounding errors in repeated use of the recurrence are not treated.

```lean
import Mathlib

open Set Filter Topology MeasureTheory

namespace SlaterGeminal

noncomputable section

/-- The integrand `t^(2m) exp(-T t² + U (1 - 1/t²))` of the Slater-geminal core functions,
meant for `t ≠ 0`. -/
def coreIntegrand (m : ℤ) (T U t : ℝ) : ℝ :=
  t ^ (2 * m) * Real.exp (-T * t ^ 2 + U * (1 - 1 / t ^ 2))

/-- The core function `G_m(T, U)`, the integral of the core integrand over `0 < t < 1`,
meant for `U > 0` with any integer `m`, or `U = 0` with `m ≥ 0`. -/
def G (m : ℤ) (T U : ℝ) : ℝ := ∫ t in (0 : ℝ)..1, coreIntegrand m T U t

/-- Raising the index by one multiplies the integrand by `t²`, for `t ≠ 0`. -/
theorem coreIntegrand_succ (m : ℤ) (T U : ℝ) {t : ℝ} (ht : t ≠ 0) :
    coreIntegrand (m + 1) T U t = t ^ 2 * coreIntegrand m T U t := by
  unfold coreIntegrand
  rw [show 2 * (m + 1) = 2 * m + 2 by ring, zpow_add₀ ht, zpow_ofNat]
  ring

/-- For `U > 0` the integrand is bounded above on `0 < t ≤ 1`, for every integer index,
negative ones included. -/
theorem coreIntegrand_bounded (m : ℤ) (T : ℝ) {U : ℝ} (hU : 0 < U) :
    ∃ C, ∀ t ∈ Ioc (0 : ℝ) 1, coreIntegrand m T U t ≤ C := by
  refine ⟨(m.natAbs.factorial / U ^ m.natAbs) * Real.exp (|T| + U), fun t ht => ?_⟩
  obtain ⟨h0, h1⟩ := ht
  have hp : t ^ (2 * m) ≤ (1 / t ^ 2) ^ m.natAbs := by
    calc t ^ (2 * m) ≤ t ^ (-(2 * (m.natAbs : ℤ))) :=
          zpow_le_zpow_right_of_le_one₀ h0 h1 (by omega)
      _ = (1 / t ^ 2) ^ m.natAbs := by
          rw [zpow_neg, zpow_mul, zpow_natCast, zpow_ofNat, one_div, inv_pow]
  -- a constant multiple of the exponential bounds the power of `1/t²`, by one term of its series
  have hq : (1 / t ^ 2) ^ m.natAbs ≤
      m.natAbs.factorial / U ^ m.natAbs * Real.exp (U * (1 / t ^ 2)) := by
    have he := Real.pow_div_factorial_le_exp (U * (1 / t ^ 2)) (by positivity) m.natAbs
    rw [mul_pow, div_le_iff₀ (by positivity)] at he
    rw [div_mul_eq_mul_div, le_div_iff₀ (by positivity)]
    linarith
  have ht2 : t ^ 2 ≤ 1 := pow_le_one₀ h0.le h1
  have hT : -T * t ^ 2 ≤ |T| := by
    nlinarith [mul_nonneg (by linarith [neg_abs_le T] : 0 ≤ |T| + T) (sq_nonneg t),
      mul_nonneg (abs_nonneg T) (sub_nonneg.2 ht2)]
  calc coreIntegrand m T U t
      ≤ (m.natAbs.factorial / U ^ m.natAbs * Real.exp (U * (1 / t ^ 2))) *
          Real.exp (-T * t ^ 2 + U * (1 - 1 / t ^ 2)) :=
        mul_le_mul_of_nonneg_right (hp.trans hq) (Real.exp_pos _).le
    _ = m.natAbs.factorial / U ^ m.natAbs * Real.exp (-T * t ^ 2 + U) := by
        rw [mul_assoc, ← Real.exp_add]
        congr 2
        ring
    _ ≤ _ := by gcongr

/-- For `U > 0` the core integral converges for every integer index. -/
theorem coreIntegrand_integrable (m : ℤ) (T : ℝ) {U : ℝ} (hU : 0 < U) :
    IntervalIntegrable (coreIntegrand m T U) volume 0 1 := by
  obtain ⟨C, hC⟩ := coreIntegrand_bounded m T hU
  rw [intervalIntegrable_iff_integrableOn_Ioc_of_le zero_le_one]
  have hcont : ContinuousOn (coreIntegrand m T U) (Ioc 0 1) := by
    intro t ht
    have h2 : t ^ 2 ≠ 0 := pow_ne_zero 2 ht.1.ne'
    have he : ContinuousAt
        (fun x : ℝ => Real.exp (-T * x ^ 2 + U * (1 - 1 / x ^ 2))) t := by
      fun_prop (disch := assumption)
    exact ((continuousAt_zpow₀ t (2 * m) (Or.inl ht.1.ne')).mul he).continuousWithinAt
  refine Integrable.mono' (integrable_const C)
    (hcont.aestronglyMeasurable measurableSet_Ioc) ?_
  filter_upwards [ae_restrict_mem measurableSet_Ioc] with t ht
  have hpos : 0 < coreIntegrand m T U t := mul_pos (zpow_pos ht.1 _) (Real.exp_pos _)
  rw [Real.norm_of_nonneg hpos.le]
  exact hC t ht

/-- For `U > 0`, integrating a linear combination of three core integrands gives the same
combination of core functions. -/
theorem integral_combination (i j k : ℤ) (a b c T : ℝ) {U : ℝ} (hU : 0 < U) :
    ∫ t in (0 : ℝ)..1, (a * coreIntegrand i T U t + b * coreIntegrand j T U t
      + c * coreIntegrand k T U t) = a * G i T U + b * G j T U + c * G k T U := by
  have h1 := (coreIntegrand_integrable i T hU).const_mul a
  have h2 := (coreIntegrand_integrable j T hU).const_mul b
  have h3 := (coreIntegrand_integrable k T hU).const_mul c
  have h12 : IntervalIntegrable
      (fun t => a * coreIntegrand i T U t + b * coreIntegrand j T U t) volume 0 1 := h1.add h2
  rw [intervalIntegral.integral_add h12 h3, intervalIntegral.integral_add h1 h2]
  simp only [intervalIntegral.integral_const_mul, G]

/-- For `t ≠ 0`, the derivative of `t` times the core integrand is a combination of the
integrands with indices `m`, `m + 1` and `m - 1`. -/
theorem hasDerivAt_primitive (m : ℤ) (T U : ℝ) {t : ℝ} (ht : t ≠ 0) :
    HasDerivAt (fun x => x * coreIntegrand m T U x)
      ((2 * m + 1) * coreIntegrand m T U t + (-2 * T) * coreIntegrand (m + 1) T U t
        + (2 * U) * coreIntegrand (m - 1) T U t) t := by
  have h2 : HasDerivAt (fun x : ℝ => x ^ 2) (2 * t) t := by simpa using hasDerivAt_pow 2 t
  have h3 := (hasDerivAt_const t (1 : ℝ)).fun_div h2 (pow_ne_zero 2 ht)
  have he := ((h2.const_mul (-T)).fun_add ((h3.const_sub 1).const_mul U)).exp
  have hz := hasDerivAt_zpow (2 * m) t (Or.inl ht)
  have hdown : coreIntegrand (m - 1) T U t = coreIntegrand m T U t / t ^ 2 := by
    have h := coreIntegrand_succ (m - 1) T U ht
    rw [sub_add_cancel] at h
    rw [h, mul_div_cancel_left₀ _ (pow_ne_zero 2 ht)]
  refine ((hasDerivAt_id' t).fun_mul (hz.fun_mul he)).congr_deriv ?_
  rw [hdown, coreIntegrand_succ m T U ht]
  simp only [coreIntegrand, zpow_sub_one₀ ht, Int.cast_mul, Int.cast_ofNat]
  generalize Real.exp (-T * t ^ 2 + U * (1 - 1 / t ^ 2)) = E
  generalize t ^ (2 * m) = p
  field_simp
  ring

/-- Three-term recurrence of the Slater-geminal core functions, for `U > 0`, real `T` and
every integer `m`. -/
theorem core_recurrence (m : ℤ) (T : ℝ) {U : ℝ} (hU : 0 < U) :
    (2 * m + 1) * G m T U - 2 * T * G (m + 1) T U + 2 * U * G (m - 1) T U
      = Real.exp (-T) := by
  obtain ⟨C, hC⟩ := coreIntegrand_bounded m T hU
  -- the boundary term at the origin vanishes
  have h0 : Tendsto (fun t => t * coreIntegrand m T U t) (𝓝[>] 0) (𝓝 0) := by
    have hlim : Tendsto (fun t : ℝ => t * C) (𝓝[>] 0) (𝓝 0) :=
      ((by fun_prop : Continuous fun t : ℝ => t * C).tendsto' 0 0 (by simp)).mono_left
        nhdsWithin_le_nhds
    refine squeeze_zero' ?_ ?_ hlim
    · filter_upwards [Ioo_mem_nhdsGT (zero_lt_one' ℝ)] with t ht
      exact mul_nonneg ht.1.le (mul_pos (zpow_pos ht.1 _) (Real.exp_pos _)).le
    · filter_upwards [Ioo_mem_nhdsGT (zero_lt_one' ℝ)] with t ht
      exact mul_le_mul_of_nonneg_left (hC t ⟨ht.1, ht.2.le⟩) ht.1.le
  -- the boundary term at `t = 1` is `exp (-T)`
  have h1 : Tendsto (fun t => t * coreIntegrand m T U t) (𝓝[<] 1) (𝓝 (Real.exp (-T))) := by
    have h := (hasDerivAt_primitive m T U one_ne_zero).continuousAt.tendsto
    have hv : (1 : ℝ) * coreIntegrand m T U 1 = Real.exp (-T) := by simp [coreIntegrand]
    rw [hv] at h
    exact h.mono_left nhdsWithin_le_nhds
  have hint := (((coreIntegrand_integrable m T hU).const_mul (2 * m + 1)).add
    ((coreIntegrand_integrable (m + 1) T hU).const_mul (-2 * T))).add
    ((coreIntegrand_integrable (m - 1) T hU).const_mul (2 * U))
  have key := intervalIntegral.integral_eq_sub_of_hasDerivAt_of_tendsto zero_lt_one
    (fun t ht => hasDerivAt_primitive m T U ht.1.ne') hint h0 h1
  rw [integral_combination m (m + 1) (m - 1) _ _ _ T hU] at key
  linarith

/-- For `U > 0` the core functions are positive and strictly decrease with the index. -/
theorem core_pos_and_decreasing (m : ℤ) (T : ℝ) {U : ℝ} (hU : 0 < U) :
    0 < G (m + 1) T U ∧ G (m + 1) T U < G m T U := by
  have hpos : ∀ k : ℤ, ∀ t ∈ Ioo (0 : ℝ) 1, 0 < coreIntegrand k T U t :=
    fun k t ht => mul_pos (zpow_pos ht.1 _) (Real.exp_pos _)
  have hm := coreIntegrand_integrable m T hU
  have hs := coreIntegrand_integrable (m + 1) T hU
  refine ⟨intervalIntegral.intervalIntegral_pos_of_pos_on hs (hpos _) zero_lt_one, ?_⟩
  have h : 0 < ∫ t in (0 : ℝ)..1, (coreIntegrand m T U t - coreIntegrand (m + 1) T U t) := by
    refine intervalIntegral.intervalIntegral_pos_of_pos_on (hm.sub hs) (fun t ht => ?_)
      zero_lt_one

    rw [coreIntegrand_succ m T U ht.1.ne']
    have ht2 : t ^ 2 < 1 := by nlinarith [ht.1, ht.2]
    nlinarith [mul_pos (hpos m t ht) (sub_pos.2 ht2)]
  rw [intervalIntegral.integral_sub hm hs] at h
  exact sub_pos.1 h

/-- For `U > 0` the core functions are log-convex in the index. -/
theorem core_log_convex (m : ℤ) (T : ℝ) {U : ℝ} (hU : 0 < U) :
    G (m + 1) T U ^ 2 ≤ G m T U * G (m + 2) T U := by
  have hG : 0 < G m T U :=
    (core_pos_and_decreasing m T hU).1.trans (core_pos_and_decreasing m T hU).2
  have h := integral_combination m (m + 1) (m + 2) (G (m + 1) T U ^ 2)
    (-2 * G (m + 1) T U * G m T U) (G m T U ^ 2) T hU
  -- the combined integrand is a square times the core integrand
  have hn : 0 ≤ ∫ t in (0 : ℝ)..1, (G (m + 1) T U ^ 2 * coreIntegrand m T U t
      + (-2 * G (m + 1) T U * G m T U) * coreIntegrand (m + 1) T U t
      + G m T U ^ 2 * coreIntegrand (m + 2) T U t) := by
    rw [intervalIntegral.integral_of_le zero_le_one]
    refine setIntegral_nonneg measurableSet_Ioc (fun t ht => ?_)
    have hp : 0 < coreIntegrand m T U t := mul_pos (zpow_pos ht.1 _) (Real.exp_pos _)
    rw [show m + 2 = m + 1 + 1 by ring, coreIntegrand_succ (m + 1) T U ht.1.ne',
      coreIntegrand_succ m T U ht.1.ne']
    have hsq := mul_nonneg (sq_nonneg (G (m + 1) T U - G m T U * t ^ 2)) hp.le
    linarith
  rw [h] at hn
  have hfac : 0 ≤ G m T U * (G m T U * G (m + 2) T U - G (m + 1) T U ^ 2) := by linarith
  exact sub_nonneg.1 (nonneg_of_mul_nonneg_right hfac hG)

/-- At `U = 0` and natural index `n` the core functions obey the two-term recurrence of the
Boys functions. -/
theorem boys_recurrence (n : ℕ) (T : ℝ) :
    (2 * n + 1) * G n T 0 - 2 * T * G (n + 1) T 0 = Real.exp (-T) := by
  have hG : ∀ k : ℕ, G k T 0 = ∫ t in (0 : ℝ)..1, t ^ (2 * k) * Real.exp (-T * t ^ 2) := by
    intro k
    unfold G coreIntegrand
    rw [show 2 * (k : ℤ) = ((2 * k : ℕ) : ℤ) by push_cast; ring]
    simp only [zpow_natCast, zero_mul, add_zero]
  have hd : ∀ t : ℝ, HasDerivAt (fun x : ℝ => x ^ (2 * n + 1) * Real.exp (-T * x ^ 2))
      ((2 * n + 1) * (t ^ (2 * n) * Real.exp (-T * t ^ 2))
        - 2 * T * (t ^ (2 * (n + 1)) * Real.exp (-T * t ^ 2))) t := by
    intro t
    have h2 : HasDerivAt (fun x : ℝ => x ^ 2) (2 * t) t := by simpa using hasDerivAt_pow 2 t
    refine ((hasDerivAt_pow (2 * n + 1) t).fun_mul (h2.const_mul (-T)).exp).congr_deriv ?_
    rw [Nat.add_sub_cancel]
    push_cast
    ring
  have key := intervalIntegral.integral_eq_sub_of_hasDerivAt (a := 0) (b := 1)
    (fun t _ => hd t) (Continuous.intervalIntegrable (by fun_prop) 0 1)
  rw [intervalIntegral.integral_sub (Continuous.intervalIntegrable (by fun_prop) 0 1)
    (Continuous.intervalIntegrable (by fun_prop) 0 1),
    intervalIntegral.integral_const_mul, intervalIntegral.integral_const_mul,
    ← hG n, ← hG (n + 1)] at key
  simpa using key

end

end SlaterGeminal
```

```lean
#print axioms SlaterGeminal.core_recurrence
#print axioms SlaterGeminal.core_log_convex
#print axioms SlaterGeminal.boys_recurrence
```

```
'SlaterGeminal.core_recurrence' depends on axioms: [propext, Classical.choice, Quot.sound]
'SlaterGeminal.core_log_convex' depends on axioms: [propext, Classical.choice, Quot.sound]
'SlaterGeminal.boys_recurrence' depends on axioms: [propext, Classical.choice, Quot.sound]
```

## From the exponential bound to the checked identities

`coreIntegrand_succ` is the relation \(f_{m+1}=t^2f_m\) for \(t\neq0\). `coreIntegrand_bounded` is the estimate by \(C\), with `m.natAbs` in the role of \(k\). Its step `hp` compares the powers of \(t\), and `hq` brings in the exponential series through `Real.pow_div_factorial_le_exp`. The closing `calc` merges the two exponentials so that \(U/t^2\) cancels.

`coreIntegrand_integrable` combines this bound with continuity on \((0,1]\). It matters for the meaning of the results, since Lean gives a non-integrable function the integral 0; here `G` is a genuine convergent integral. `integral_combination` then allows a sum of three integrands to be integrated term by term.

`hasDerivAt_primitive` is the derivative of \(tf_m\). Lean assembles it from the product, quotient and chain rules, and `hdown` supplies \(f_{m-1}=f_m/t^2\). The exponential and the power \(t^{2m}\) are then replaced by plain symbols `E` and `p`, after which `field_simp` and `ring` verify the remaining algebra.

In `core_recurrence`, `h0` is the limit at the origin, obtained by squeezing \(tf_m\) between 0 and \(Ct\), and `h1` is the limit \(e^{-T}\) at the upper end. The form of the fundamental theorem of calculus used in `key` asks for a derivative only inside the interval, together with these one-sided limits. The primitive therefore needs no value at \(t=0\), which settles your worry about that end.

`core_pos_and_decreasing` applies one fact twice: an integrable function that is positive inside the interval has a positive integral. The first application is to \(f_{m+1}\), the second to \(f_m-f_{m+1}\), where `ht2` provides \(t^2<1\).

`core_log_convex` calls `integral_combination` with the three coefficients of the expanded square. Here `hn` says that the integral is non-negative, `hfac` factors out \(G_m\), and the last line removes this positive factor.

`boys_recurrence` first rewrites the integer powers as natural ones in `hG`. The derivative `hd` now exists at every real \(t\), so the ordinary fundamental theorem of calculus applies on the closed interval without any limits.
